# A rotated diagonal multiplier of a real symmetric 2 × 2 matrix ranges exactly between its eigenvalues

Let \(F\) be a real symmetric \(2\times2\) matrix of Lagrange multipliers, and let \(R(t)\) be the plane rotation that mixes the two orbitals. The first diagonal entry \(f(t)\) of \(R(t)^{T}FR(t)\) takes every value in the closed interval between the eigenvalues of \(F\), and no others. Its derivative vanishes at \(t\) if and only if the off-diagonal entry of the rotated matrix vanishes there.

In Hartree–Fock theory the multipliers enforce the orthonormality of the orbitals. Their sign and scale are chosen here so that they are the matrix elements of the Fock operator between the occupied orbitals. When two doubly occupied orbitals of a closed-shell atom are mixed, such as 1s and 2s in beryllium, the density matrix and the Fock operator stay the same, and the multiplier matrix changes only by the rotation. In this two-orbital, real setting, the diagonal multiplier of a non-canonical orbital is therefore not a property of the atomic state: it can lie anywhere between the two canonical orbital energies.

## The rotation, the multipliers and the two levels

The indices are 0 and 1 throughout. Write \(a=F_{00}\), \(d=F_{11}\), \(b=F_{01}=F_{10}\), \(c=\cos t\) and \(s=\sin t\).

```lean
import Mathlib

open Matrix

namespace MultiplierRotation

noncomputable section
```

The rotation is
\[
R(t)=\begin{pmatrix}c&-s\\ s&c\end{pmatrix}.
\]
Its columns \(u_0=(c,s)\) and \(u_1=(-s,c)\) hold the coefficients of the new orbitals in the original pair.

```lean
/-- The rotation by the angle `t` that mixes two real orbitals. -/
def rot (t : ℝ) : Matrix (Fin 2) (Fin 2) ℝ :=
  !![Real.cos t, -Real.sin t; Real.sin t, Real.cos t]
```

The rotated multiplier matrix is defined as the matrix product itself.

```lean
/-- The multiplier matrix expressed in the rotated orbitals. -/
def rotated (F : Matrix (Fin 2) (Fin 2) ℝ) (t : ℝ) : Matrix (Fin 2) (Fin 2) ℝ :=
  (rot t)ᵀ * F * rot t
```

Its 0,0 entry is \(f(t)\), called `orbitalEnergy F t` in the code. Unless \(F\) is a multiple of the identity, at a general angle this is a diagonal multiplier and not a canonical orbital energy. The off-diagonal entry `rotated F t 0 1` will be written \(g(t)\).

```lean
/-- The diagonal multiplier of the first rotated orbital. -/
def orbitalEnergy (F : Matrix (Fin 2) (Fin 2) ℝ) (t : ℝ) : ℝ := rotated F t 0 0
```

The vector \(u_0\) also gets a name of its own. It is already normalised, since \(c^2+s^2=1\).

```lean
/-- The coefficients of the first rotated orbital in the original pair. -/
def orbital (t : ℝ) : Fin 2 → ℝ := ![Real.cos t, Real.sin t]
```

The levels are built from the mean and the half gap,
\[
m=\frac{a+d}{2},\qquad h=\sqrt{\Big(\frac{a-d}{2}\Big)^2+b^2}.
\]

```lean
/-- The mean of the two diagonal multipliers. -/
def mean (F : Matrix (Fin 2) (Fin 2) ℝ) : ℝ := (F 0 0 + F 1 1) / 2

/-- The square root of the squared half difference of the diagonal multipliers plus the
squared off-diagonal multiplier. -/
def halfGap (F : Matrix (Fin 2) (Fin 2) ℝ) : ℝ :=
  Real.sqrt (((F 0 0 - F 1 1) / 2) ^ 2 + F 0 1 ^ 2)
```

They are \(\varepsilon_-=m-h\) and \(\varepsilon_+=m+h\). That these are the eigenvalues of \(F\) is the content of part (b).

```lean
/-- The lower level: mean minus half gap. -/
def levelLow (F : Matrix (Fin 2) (Fin 2) ℝ) : ℝ := mean F - halfGap F

/-- The upper level: mean plus half gap. -/
def levelHigh (F : Matrix (Fin 2) (Fin 2) ℝ) : ℝ := mean F + halfGap F
```

Every theorem below assumes `F.IsSymm`, that is, \(F^T=F\). For multipliers this expresses that they are matrix elements of one Hermitian Fock operator between real orbitals. The matrix \(F\) is given and fixed: no self-consistent equations are solved. Mixing orbitals of different occupation, which can change the Fock operators and the total energy, is not covered, and neither are complex mixing or more than two orbitals.

## (a) The rotated entries in sines and cosines

**Task.** Express \(f(t)\) and \(g(t)\) in the original multipliers.

**Solution.** The entries of \(R^TFR\) are \(u_i^TFu_j\). Since \(Fu_0=(ac+bs,\;bc+ds)\),
\[
f=u_0^TFu_0=c(ac+bs)+s(bc+ds)=ac^2+2b\,sc+ds^2 .
\]
By symmetry \(g=u_0^TFu_1=u_1^TFu_0\), so
\[
g=-s(ac+bs)+c(bc+ds)=(d-a)\,sc+b\,(c^2-s^2).
\]

The theorem states both formulas for every real \(t\). In the proof, `hs` replaces \(F_{10}\) by \(F_{01}\), `simp` writes out the matrix products as sums over two indices, and `ring` collects the terms.

```lean
variable {F : Matrix (Fin 2) (Fin 2) ℝ}

/-- The first diagonal and the off-diagonal multiplier after a rotation by `t`, written out
in the original multipliers. -/
theorem rotated_entries (hF : F.IsSymm) (t : ℝ) :
    orbitalEnergy F t = F 0 0 * Real.cos t ^ 2 + 2 * F 0 1 * (Real.sin t * Real.cos t)
      + F 1 1 * Real.sin t ^ 2 ∧
    rotated F t 0 1 = (F 1 1 - F 0 0) * (Real.sin t * Real.cos t)
      + F 0 1 * (Real.cos t ^ 2 - Real.sin t ^ 2) := by
  have hs : F 1 0 = F 0 1 := hF.apply 0 1
  constructor
  · simp only [orbitalEnergy]
    simp [rotated, rot, Matrix.mul_apply, Fin.sum_univ_two, hs]
    ring
  · simp [rotated, rot, Matrix.mul_apply, Fin.sum_univ_two, hs]
    ring
```

## (b) The levels as eigenvalues

**Task.** Show that \(\mu\) is an eigenvalue of \(F\) if and only if \(\mu=\varepsilon_-\) or \(\mu=\varepsilon_+\).

**Solution.** A nonzero \(v\) with \(Fv=\mu v\) exists exactly when \(\det(F-\mu\,1)=0\). Using \(ad=m^2-\big(\tfrac{a-d}{2}\big)^2\),
\[
\det(F-\mu\,1)=(a-\mu)(d-\mu)-b^2=(\mu-m)^2-h^2=(\mu-\varepsilon_-)(\mu-\varepsilon_+).
\]
The product vanishes exactly at the two levels.

The left side of the Lean equivalence is the eigenvalue equation with a nonzero real vector `v`; `*ᵥ` is the matrix acting on a vector and `•` is multiplication by a scalar. The step `key` moves \(\mu v\) to the other side, `h1` is the determinant, and `h2` is its factorisation, with `hsq` supplying the value of \(h^2\). The last line applies the determinant criterion and splits the product.

```lean
/-- The two levels are exactly the eigenvalues of the symmetric multiplier matrix. -/
theorem eigenvalue_iff (hF : F.IsSymm) (μ : ℝ) :
    (∃ v : Fin 2 → ℝ, v ≠ 0 ∧ F *ᵥ v = μ • v) ↔ μ = levelLow F ∨ μ = levelHigh F := by
  have hs : F 1 0 = F 0 1 := hF.apply 0 1
  have hsq : halfGap F ^ 2 = ((F 0 0 - F 1 1) / 2) ^ 2 + F 0 1 ^ 2 :=
    Real.sq_sqrt (by positivity)
  have key : ∀ v : Fin 2 → ℝ,
      F *ᵥ v = μ • v ↔ (F - μ • (1 : Matrix (Fin 2) (Fin 2) ℝ)) *ᵥ v = 0 := by
    intro v
    rw [Matrix.sub_mulVec, Matrix.smul_mulVec, Matrix.one_mulVec, sub_eq_zero]
  have h1 : (F - μ • (1 : Matrix (Fin 2) (Fin 2) ℝ)).det
      = (F 0 0 - μ) * (F 1 1 - μ) - F 0 1 * F 0 1 := by
    simp [Matrix.det_fin_two, hs]
  -- the secular determinant factorises into the two levels
  have h2 : (F - μ • (1 : Matrix (Fin 2) (Fin 2) ℝ)).det
      = (μ - levelLow F) * (μ - levelHigh F) := by
    rw [h1]
    unfold levelLow levelHigh mean
    linear_combination hsq
  simp only [key]
  rw [Matrix.exists_mulVec_eq_zero_iff, h2, mul_eq_zero, sub_eq_zero, sub_eq_zero]
```

## (c) The derivative as twice the off-diagonal multiplier

**Task.** Show that \(f'(t)=2g(t)\).

**Solution.** Differentiate the formula of part (a), using \((c^2)'=-2sc\), \((sc)'=c^2-s^2\) and \((s^2)'=2sc\):
\[
f'=-2a\,sc+2b\,(c^2-s^2)+2d\,sc=2\big[(d-a)\,sc+b\,(c^2-s^2)\big]=2g .
\]

`HasDerivAt` says that \(f\) is differentiable at \(t\) and that its derivative has this value. The proof writes the squares as products, applies the product rule to each of the three terms, and leaves the comparison of the two expressions to `ring`.

```lean
/-- The derivative of the diagonal multiplier with respect to the rotation angle is twice the
rotated off-diagonal multiplier. -/
theorem hasDerivAt_orbitalEnergy (hF : F.IsSymm) (t : ℝ) :
    HasDerivAt (orbitalEnergy F) (2 * rotated F t 0 1) t := by
  have hfun : orbitalEnergy F = fun x => F 0 0 * (Real.cos x * Real.cos x)
      + 2 * F 0 1 * (Real.sin x * Real.cos x) + F 1 1 * (Real.sin x * Real.sin x) := by
    funext x
    rw [(rotated_entries hF x).1]
    ring
  have hc := Real.hasDerivAt_cos t
  have hn := Real.hasDerivAt_sin t
  rw [hfun, (rotated_entries hF t).2]
  refine HasDerivAt.congr_deriv ((((hc.fun_mul hc).const_mul (F 0 0)).fun_add
    ((hn.fun_mul hc).const_mul (2 * F 0 1))).fun_add ((hn.fun_mul hn).const_mul (F 1 1))) ?_
  ring
```

## (d) One cosine in twice the angle

**Task.** Find a phase \(\varphi\), independent of \(t\), such that \(f(t)=m+h\cos(2t-\varphi)\).

**Solution.** Insert \(c^2=\tfrac12(1+\cos2t)\), \(s^2=\tfrac12(1-\cos2t)\) and \(sc=\tfrac12\sin2t\) into part (a):
\[
f=m+\frac{a-d}{2}\cos2t+b\sin2t .
\]
Now regard the two coefficients as the real and imaginary parts of the complex number \(z=\tfrac{a-d}{2}+ib\). Its modulus is \(h\). With \(\varphi=\arg z\),
\[
\frac{a-d}{2}=h\cos\varphi,\qquad b=h\sin\varphi,
\]
and the addition theorem gives
\[
f=m+h(\cos\varphi\cos2t+\sin\varphi\sin2t)=m+h\cos(2t-\varphi).
\]
If \(z=0\), then \(h=0\) and any phase will do.

In the code, `hr` identifies \(h\) with the modulus of `z`, while `h1` and `h2` are the two polar relations. After the addition and double-angle formulas have been applied, `linear_combination` inserts these relations together with \(s^2+c^2=1\).

```lean
/-- The diagonal multiplier oscillates about the mean with amplitude equal to the half gap and
with twice the rotation angle. -/
theorem orbitalEnergy_phase (hF : F.IsSymm) :
    ∃ φ : ℝ, ∀ t, orbitalEnergy F t = mean F + halfGap F * Real.cos (2 * t - φ) := by
  let z : ℂ := ⟨(F 0 0 - F 1 1) / 2, F 0 1⟩
  have hz : ‖z‖ ^ 2 = ((F 0 0 - F 1 1) / 2) ^ 2 + F 0 1 ^ 2 := by
    rw [Complex.sq_norm, Complex.normSq_apply]
    change (F 0 0 - F 1 1) / 2 * ((F 0 0 - F 1 1) / 2) + F 0 1 * F 0 1 = _
    ring
  have hr : halfGap F = ‖z‖ := by
    unfold halfGap
    rw [← hz, Real.sqrt_sq (norm_nonneg _)]
  have h1 : ‖z‖ * Real.cos z.arg = (F 0 0 - F 1 1) / 2 := Complex.norm_mul_cos_arg z
  have h2 : ‖z‖ * Real.sin z.arg = F 0 1 := Complex.norm_mul_sin_arg z
  refine ⟨z.arg, fun t => ?_⟩
  rw [(rotated_entries hF t).1, hr, Real.cos_sub, Real.cos_two_mul, Real.sin_two_mul]
  unfold mean
  linear_combination F 1 1 * Real.sin_sq_add_cos_sq t - (2 * Real.cos t ^ 2 - 1) * h1
    - 2 * Real.sin t * Real.cos t * h2
```

## (e) The interval of values and the stationary angles

**Task.** Show that the values of \(f\) form exactly the interval \([\varepsilon_-,\varepsilon_+]\), and that \(f'(t)=0\) if and only if \(g(t)=0\).

**Solution.** Since \(h\ge0\) and \(-1\le\cos(2t-\varphi)\le1\), part (d) gives
\[
m-h\le f(t)\le m+h .
\]
Conversely, let \(m-h\le y\le m+h\). If \(h=0\), then \(y=m\), and \(f\) takes this value at \(t=0\), as it does everywhere. If \(h>0\), then \((y-m)/h\) lies in \([-1,1]\), and the angle
\[
t=\frac12\Big(\varphi+\arccos\frac{y-m}{h}\Big)
\]
satisfies \(\cos(2t-\varphi)=(y-m)/h\), so \(f(t)=y\).

The second claim follows from \(f'=2g\).

`Set.range` is the set of all values of \(f\) as \(t\) runs over the real numbers, and `Set.Icc` is the closed interval. The two `nlinarith` calls multiply the bounds on the cosine by \(h\). The case split on \(h\) and the explicit angle are those of the solution above. For stationarity, part (c) replaces `deriv` by \(2g(t)\).

```lean
/-- Under rotation of the two orbitals the first diagonal multiplier takes exactly the values
from the lower to the upper level, and it is stationary if and only if the rotated
off-diagonal multiplier vanishes. -/
theorem range_and_stationarity (hF : F.IsSymm) :
    Set.range (orbitalEnergy F) = Set.Icc (levelLow F) (levelHigh F) ∧
    ∀ t, deriv (orbitalEnergy F) t = 0 ↔ rotated F t 0 1 = 0 := by
  constructor
  · obtain ⟨φ, hφ⟩ := orbitalEnergy_phase hF
    have hr : 0 ≤ halfGap F := Real.sqrt_nonneg _
    ext y
    simp only [Set.mem_range, Set.mem_Icc, levelLow, levelHigh]
    constructor
    · rintro ⟨t, rfl⟩
      rw [hφ t]
      constructor
      · nlinarith [Real.neg_one_le_cos (2 * t - φ)]
      · nlinarith [Real.cos_le_one (2 * t - φ)]
    · rintro ⟨hl, hu⟩
      rcases hr.eq_or_lt with h0 | hpos
      · -- degenerate levels: the multiplier is constant
        refine ⟨0, ?_⟩
        rw [hφ 0, ← h0]
        linarith
      · -- otherwise solve for the angle with the inverse cosine
        refine ⟨(φ + Real.arccos ((y - mean F) / halfGap F)) / 2, ?_⟩
        have ha : 2 * ((φ + Real.arccos ((y - mean F) / halfGap F)) / 2) - φ
            = Real.arccos ((y - mean F) / halfGap F) := by ring
        rw [hφ, ha, Real.cos_arccos (by rw [le_div_iff₀ hpos]; linarith)
          (by rw [div_le_iff₀ hpos]; linarith), mul_div_cancel₀ _ hpos.ne']
        ring
  · intro t
    rw [(hasDerivAt_orbitalEnergy hF t).deriv]
    simp
```

## (f) Vanishing off-diagonal multiplier and the canonical equation

**Task.** Show that \(g(t)=0\) if and only if \(Fu_0=f(t)\,u_0\).

**Solution.** The vectors \(u_0\) and \(u_1\) are orthonormal, so \(Fu_0\) can be expanded in them with the coefficients \(u_0^TFu_0=f\) and \(u_1^TFu_0=g\):
\[
Fu_0=f\,u_0+g\,u_1 .
\]
If \(g=0\), this is the eigenvalue equation. If the eigenvalue equation holds, taking the scalar product with \(u_1\) gives \(g=f\,u_1^Tu_0=0\).

This is the canonical Hartree–Fock equation, restricted to the space of the two orbitals. The facts `m0`, `m1`, `s0` and `s1` are the components of its two sides. In the forward direction, each component of \(Fu_0-fu_0\) is shown to be the matching component of \(g\,u_1\), namely \(-gs\) and \(gc\). In the reverse direction, the factors \(-\sin t\) and \(\cos t\) in the last line form the scalar product with \(u_1\).

```lean
/-- The rotated off-diagonal multiplier vanishes if and only if the first rotated orbital
satisfies the eigenvalue equation with its own diagonal multiplier. -/
theorem offDiagonal_zero_iff_canonical (hF : F.IsSymm) (t : ℝ) :
    rotated F t 0 1 = 0 ↔ F *ᵥ orbital t = orbitalEnergy F t • orbital t := by
  have hs : F 1 0 = F 0 1 := hF.apply 0 1
  have hcs := Real.sin_sq_add_cos_sq t
  have m0 : (F *ᵥ orbital t) 0 = F 0 0 * Real.cos t + F 0 1 * Real.sin t := by
    simp [Matrix.mulVec, dotProduct, Fin.sum_univ_two, orbital]
  have m1 : (F *ᵥ orbital t) 1 = F 0 1 * Real.cos t + F 1 1 * Real.sin t := by
    simp [Matrix.mulVec, dotProduct, Fin.sum_univ_two, orbital, hs]
  have s0 : (orbitalEnergy F t • orbital t) 0 = orbitalEnergy F t * Real.cos t := by
    simp [orbital]
  have s1 : (orbitalEnergy F t • orbital t) 1 = orbitalEnergy F t * Real.sin t := by
    simp [orbital]
  rw [(rotated_entries hF t).2]
  constructor
  · intro h
    refine funext (Fin.forall_fin_two.2 ⟨?_, ?_⟩)
    · rw [m0, s0, (rotated_entries hF t).1]
      linear_combination (-Real.sin t) * h
        - (F 0 0 * Real.cos t + F 0 1 * Real.sin t) * hcs
    · rw [m1, s1, (rotated_entries hF t).1]
      linear_combination Real.cos t * h
        - (F 0 1 * Real.cos t + F 1 1 * Real.sin t) * hcs
  · intro h
    have e0 := congrFun h 0
    have e1 := congrFun h 1
    rw [m0, s0] at e0
    rw [m1, s1] at e1
    linear_combination (-Real.sin t) * e0 + Real.cos t * e1
```

## (g) Stationary values equal to the levels

**Task.** Show that \(f'(t)=0\) if and only if \(f(t)=\varepsilon_-\) or \(f(t)=\varepsilon_+\).

**Solution.** Let \(\tilde f\) be the second diagonal entry of the rotated matrix. A rotation preserves trace and determinant, so
\[
f+\tilde f=2m=\varepsilon_-+\varepsilon_+,\qquad f\tilde f-g^2=ad-b^2=\varepsilon_-\varepsilon_+ .
\]
Therefore
\[
(f-\varepsilon_-)(f-\varepsilon_+)=f^2-(f+\tilde f)f+f\tilde f-g^2=-g^2 .
\]
The left side vanishes exactly when \(f\) equals one of the levels, and the right side exactly when \(g=0\). By part (e), the latter is the condition \(f'(t)=0\).

There is thus no stationary point at a value strictly between the levels. If the levels coincide, \(f\) is constant and every angle is stationary, in agreement with the statement.

The identity is called `key` in the proof. Lean verifies it from the formulas of part (a), the value of \(h^2\) and a multiple of \(s^2+c^2=1\), without introducing \(\tilde f\). The remaining rewriting turns the two alternatives into a vanishing product, and the final line uses that a real square is zero only if its base is zero.

```lean
/-- The diagonal multiplier is stationary at an angle if and only if its value there is the
lower or the upper level. -/
theorem stationary_iff_level (hF : F.IsSymm) (t : ℝ) :
    deriv (orbitalEnergy F) t = 0 ↔
      orbitalEnergy F t = levelLow F ∨ orbitalEnergy F t = levelHigh F := by
  have hsq : halfGap F ^ 2 = ((F 0 0 - F 1 1) / 2) ^ 2 + F 0 1 ^ 2 :=
    Real.sq_sqrt (by positivity)
  -- the differences from the two levels multiply to minus the squared off-diagonal multiplier
  have key : (orbitalEnergy F t - levelLow F) * (orbitalEnergy F t - levelHigh F)
      = -(rotated F t 0 1) ^ 2 := by
    rw [(rotated_entries hF t).1, (rotated_entries hF t).2]
    unfold levelLow levelHigh mean
    linear_combination -hsq - ((F 0 0 * F 1 1 - F 0 1 ^ 2)
      * (1 + Real.sin t ^ 2 + Real.cos t ^ 2) - (F 0 0 + F 1 1) * (F 0 0 * Real.cos t ^ 2
      + 2 * F 0 1 * (Real.sin t * Real.cos t) + F 1 1 * Real.sin t ^ 2))
      * Real.sin_sq_add_cos_sq t
  rw [(range_and_stationarity hF).2 t, ← sub_eq_zero (b := levelLow F),
    ← sub_eq_zero (b := levelHigh F), ← mul_eq_zero, key, neg_eq_zero]
  exact (pow_eq_zero_iff two_ne_zero).symm

end

end MultiplierRotation
```

```lean
#print axioms MultiplierRotation.eigenvalue_iff
#print axioms MultiplierRotation.offDiagonal_zero_iff_canonical
#print axioms MultiplierRotation.stationary_iff_level
```

```
'MultiplierRotation.eigenvalue_iff' depends on axioms: [propext, Classical.choice, Quot.sound]
'MultiplierRotation.offDiagonal_zero_iff_canonical' depends on axioms: [propext, Classical.choice, Quot.sound]
'MultiplierRotation.stationary_iff_level' depends on axioms: [propext, Classical.choice, Quot.sound]
```
